# Shift-invert for a Hermitian pencil with positive semidefinite S: real eigenvalues, and eigenvectors cleaned of null vectors

**A:** Let $H$ be a Hermitian matrix, $S$ a positive semidefinite one, and $s$ a real shift for which $A = H - sS$ is invertible. Put $T = A^{-1}S$. Then $ST$ is Hermitian, $T$ and $S$ have the same null vectors, and every eigenvalue of $T$ is real. For $v \neq 0$, $Tx = vx$ holds exactly when $Hx = (s + 1/v)Sx$. If $x$ is such a solution and $Sz = 0$, then $T(x+z) = vx$: the null vector is gone.

**Q:** What are these objects in Lean? I want to know that the shift is real and that the inverse is a true inverse.

**A:** The matrices are complex and indexed by a finite type `n`. The shift has type `ℝ` and is cast to `ℂ` where it multiplies $S$.

```lean
import Mathlib

open Matrix
open scoped ComplexOrder

namespace ShiftInvertPencil

noncomputable section

variable {n : Type*} [Fintype n] [DecidableEq n]

/-- The shifted pencil `H - s S` with a real shift `s`. -/
def shifted (H S : Matrix n n ℂ) (s : ℝ) : Matrix n n ℂ := H - (s : ℂ) • S

/-- The shift-invert operator `T = (H - s S)⁻¹ S`. -/
def shiftInvert (H S : Matrix n n ℂ) (s : ℝ) : Matrix n n ℂ := (shifted H S s)⁻¹ * S
```

The theorems about `shiftInvert` assume `IsUnit (shifted H S s).det`, a nonzero determinant. Physically, the shift must not sit on an eigenvalue of the pencil, and $H$ and $S$ must have no common null vector.

**Q:** That second condition worries me. If $S$ is the overlap matrix of a linearly dependent basis, a null vector of $S$ represents the zero function, so $H$ annihilates it too.

**A:** Then $A$ is singular for every $s$, and the theorem does not apply until the dependence has been removed. For a linearly independent non-orthogonal basis in electronic structure, the finite matrix problem is covered, but $S$ has no nonzero null vectors and there is nothing to purify. A singular $S$ with invertible $A$ can occur in harmonic vibrations with massless coordinates, where $S$ is the mass matrix and $H$ the force-constant matrix.

**Q:** How do you work with $T$ without handling the inverse all the time?

**A:** By returning to the linear system. Since $AT = S$, $Tx = y$ gives $Sx = Ay$; conversely, multiplying $Sx = Ay$ by $A^{-1}$ gives $Tx = y$. The two directions of the Lean proof are these two multiplications.

```lean
/-- If `H - s S` is invertible, applying the shift-invert operator to `x` means solving the linear
system `(H - s S) y = S x`. -/
theorem shiftInvert_mulVec_eq_iff {H S : Matrix n n ℂ} {s : ℝ}
    (hA : IsUnit (shifted H S s).det) (x y : n → ℂ) :
    shiftInvert H S s *ᵥ x = y ↔ S *ᵥ x = shifted H S s *ᵥ y := by
  constructor
  · rintro rfl
    rw [Matrix.mulVec_mulVec, shiftInvert, ← Matrix.mul_assoc,
      Matrix.mul_nonsing_inv _ hA, Matrix.one_mul]
  · intro h
    rw [shiftInvert, ← Matrix.mulVec_mulVec, h, Matrix.mulVec_mulVec,
      Matrix.nonsing_inv_mul _ hA, Matrix.one_mulVec]
```

Setting $y = 0$ gives $Tx = 0$ exactly when $Sx = 0$.

**Q:** $T$ is a product of two Hermitian matrices that need not commute. Why should anything about it be Hermitian?

**A:** $T$ itself generally isn't, but $ST$ is. Because $s$ is real, $A^\dagger = A$, and the adjoint of $AT = S$ is $T^\dagger A = S$. Therefore
$$(ST)^\dagger = T^\dagger S = T^\dagger A T = ST.$$
In the code, `hT'` is the adjoint equation and the `calc` block is this chain. The lemma needs only some $T$ with $AT = S$.

```lean
omit [DecidableEq n] in
/-- For Hermitian `H` and `S`, every solution `T` of `(H - s S) T = S` makes `S T` Hermitian. -/
theorem isHermitian_overlap_mul {H S T : Matrix n n ℂ} {s : ℝ}
    (hH : H.IsHermitian) (hS : S.IsHermitian) (hT : shifted H S s * T = S) :
    (S * T).IsHermitian := by
  have hs : star (s : ℂ) = (s : ℂ) := Complex.conj_ofReal s
  have hA : (shifted H S s)ᴴ = shifted H S s := by
    rw [shifted, Matrix.conjTranspose_sub, Matrix.conjTranspose_smul, hH.eq, hS.eq, hs]
  -- the adjoint of the defining equation
  have hT' : Tᴴ * shifted H S s = S := by
    have h := congrArg Matrix.conjTranspose hT
    rwa [Matrix.conjTranspose_mul, hA, hS.eq] at h
  change (S * T)ᴴ = S * T
  rw [Matrix.conjTranspose_mul, hS.eq]
  calc Tᴴ * S = Tᴴ * (shifted H S s * T) := by rw [hT]
    _ = Tᴴ * shifted H S s * T := (Matrix.mul_assoc _ _ _).symm
    _ = S * T := by rw [hT']
```

**Q:** And the eigenvalue map?

**A:** By the linear system, $Tx = vx$ means $Sx = v(Hx - sSx)$. Dividing by $v \neq 0$ gives $v^{-1}Sx = Hx - sSx$, which is $Hx = (s + v^{-1})Sx$. Every step reverses. Lean does this component by component, with `linear_combination` supplying the multiplier and the identity $v v^{-1} = 1$.

```lean
/-- If `H - s S` is invertible and `v` is a nonzero number, `T x = v x` holds exactly when `H x = (s
+ 1/v) S x`. -/
theorem eigen_iff {H S : Matrix n n ℂ} {s : ℝ} (hA : IsUnit (shifted H S s).det)
    {v : ℂ} (hv : v ≠ 0) (x : n → ℂ) :
    shiftInvert H S s *ᵥ x = v • x ↔ H *ᵥ x = ((s : ℂ) + v⁻¹) • (S *ᵥ x) := by
  have hv' : v * v⁻¹ = 1 := mul_inv_cancel₀ hv
  rw [shiftInvert_mulVec_eq_iff hA, Matrix.mulVec_smul, shifted, Matrix.sub_mulVec,
    Matrix.smul_mulVec]
  constructor
  · intro h
    ext i
    have hi := congrFun h i
    simp only [Pi.smul_apply, Pi.sub_apply, smul_eq_mul] at hi ⊢
    linear_combination (-v⁻¹) * hi - ((H *ᵥ x) i - s * (S *ᵥ x) i) * hv'
  · intro h
    ext i
    have hi := congrFun h i
    simp only [Pi.smul_apply, Pi.sub_apply, smul_eq_mul] at hi ⊢
    linear_combination (-v) * hi - (S *ᵥ x) i * hv'
```

Eigenvalues $E = s + 1/v$ close to the shift thus become eigenvalues $v$ of large modulus, which is useful in iterative eigensolvers for finite pencils of this kind.

**Q:** You have allowed complex $v$. Where does reality come from?

**A:** From pairing eigenvectors in the form $\langle x, Sy\rangle = x^\dagger S y$, written `star x ⬝ᵥ S *ᵥ y`. Let $Tx = vx$ and $Ty = wy$. Since $T^\dagger S = ST$,
$$v^*\langle x, Sy\rangle = \langle Tx, Sy\rangle = \langle x, STy\rangle = w\langle x, Sy\rangle,$$
so $(v^* - w)\langle x, Sy\rangle = 0$. The middle equality is `key` in the proof.

```lean
/-- For Hermitian `H` and `S` with `H - s S` invertible, two eigenvectors `x` and `y` of `T`, with
eigenvalues `v` and `w`, satisfy `(v* - w) ⟨x, S y⟩ = 0`. -/
theorem eigen_pairing {H S : Matrix n n ℂ} {s : ℝ} (hH : H.IsHermitian)
    (hS : S.IsHermitian) (hA : IsUnit (shifted H S s).det) {v w : ℂ} {x y : n → ℂ}
    (hx : shiftInvert H S s *ᵥ x = v • x) (hy : shiftInvert H S s *ᵥ y = w • y) :
    (star v - w) * (star x ⬝ᵥ S *ᵥ y) = 0 := by
  have hT : shifted H S s * shiftInvert H S s = S := by
    rw [shiftInvert, ← Matrix.mul_assoc, Matrix.mul_nonsing_inv _ hA, Matrix.one_mul]
  have h := (isHermitian_overlap_mul hH hS hT).eq
  rw [Matrix.conjTranspose_mul, hS.eq] at h
  -- T can be moved from one side of the S-form to the other
  have key : star (shiftInvert H S s *ᵥ x) ⬝ᵥ S *ᵥ y
      = star x ⬝ᵥ S *ᵥ (shiftInvert H S s *ᵥ y) := by
    rw [Matrix.star_mulVec, ← Matrix.dotProduct_mulVec, Matrix.mulVec_mulVec,
      Matrix.mulVec_mulVec, h]
  rw [hx, hy, star_smul, smul_dotProduct, Matrix.mulVec_smul, dotProduct_smul,
    smul_eq_mul, smul_eq_mul] at key
  linear_combination key
```

**Q:** With $y = x$ you get $v^* = v$ only if $\langle x, Sx\rangle \neq 0$. Your $S$ is singular.

**A:** The proof turns on Mathlib's `dotProduct_mulVec_zero_iff` at exactly that point: for positive semidefinite $S$, $x^\dagger S x = 0$ holds if and only if $Sx = 0$. To see it, write $S = B^\dagger B$; then $x^\dagger S x = \|Bx\|^2$, so its vanishing forces $Bx = 0$ and hence $Sx = 0$. An indefinite matrix fails this: $\mathrm{diag}(1,-1)$ gives zero on $(1,1)$ without annihilating it.

So if $\langle x, Sx\rangle = 0$, then $Sx = 0$, hence $Tx = 0$, and since $x \neq 0$ the eigenvalue is $v = 0$, which is real.

```lean
/-- For Hermitian `H` and positive semidefinite `S` with `H - s S` invertible, every eigenvalue of
`T` is real. -/
theorem eigenvalue_real {H S : Matrix n n ℂ} {s : ℝ} (hH : H.IsHermitian)
    (hS : S.PosSemidef) (hA : IsUnit (shifted H S s).det) {v : ℂ} {x : n → ℂ}
    (hx0 : x ≠ 0) (hx : shiftInvert H S s *ᵥ x = v • x) : star v = v := by
  rcases mul_eq_zero.mp (eigen_pairing hH hS.isHermitian hA hx hx) with h | h
  · exact sub_eq_zero.mp h
  · -- a vector of zero S-norm is a null vector of S, so its eigenvalue is zero
    have hSx : S *ᵥ x = 0 := (hS.dotProduct_mulVec_zero_iff x).mp h
    have hTx : shiftInvert H S s *ᵥ x = 0 := by
      rw [shiftInvert_mulVec_eq_iff hA, hSx, Matrix.mulVec_zero]
    rw [hTx] at hx
    have hv : v = 0 := (smul_eq_zero.mp hx.symm).resolve_right hx0
    rw [hv, star_zero]
```

For distinct eigenvalues $v \neq w$, reality turns the pairing identity into $(v - w)\langle x, Sy\rangle = 0$, and the eigenvectors are $S$-orthogonal. The zero vector is treated separately.

```lean
/-- For Hermitian `H` and positive semidefinite `S` with `H - s S` invertible, eigenvectors of `T`
with different eigenvalues are orthogonal in the `S`-form. -/
theorem eigenvectors_orthogonal {H S : Matrix n n ℂ} {s : ℝ} (hH : H.IsHermitian)
    (hS : S.PosSemidef) (hA : IsUnit (shifted H S s).det) {v w : ℂ} (hvw : v ≠ w)
    {x y : n → ℂ} (hx : shiftInvert H S s *ᵥ x = v • x)
    (hy : shiftInvert H S s *ᵥ y = w • y) : star x ⬝ᵥ S *ᵥ y = 0 := by
  by_cases hx0 : x = 0
  · rw [hx0, star_zero, zero_dotProduct]
  · have h := eigen_pairing hH hS.isHermitian hA hx hy
    rw [eigenvalue_real hH hS hA hx0 hx] at h
    exact (mul_eq_zero.mp h).resolve_left (sub_ne_zero.mpr hvw)
```

**Q:** Does the final theorem say what you claimed at the start?

**A:** It has five parts, in this order: $ST$ is Hermitian; the null vectors agree; the eigenvalue equations are equivalent for $v \neq 0$; an eigenvalue with a nonzero eigenvector satisfies `star v = v`; and $T(x+z) = vx$. The last is linearity: $T(x+z) = Tx + Tz = vx + 0$. Division by $v$ then recovers $x$.

```lean
/-- Shift-invert transformation of `H x = E S x` with Hermitian `H`, positive semidefinite `S` and
invertible `H - s S`: `S T` is Hermitian, `T` and `S` have the same null vectors, eigenpairs
correspond through `E = s + 1/v` with `v` real, and `T` removes any null vector of `S` added to an
eigenvector. -/
theorem shift_invert_transformation {H S : Matrix n n ℂ} {s : ℝ} (hH : H.IsHermitian)
    (hS : S.PosSemidef) (hA : IsUnit (shifted H S s).det) :
    (S * shiftInvert H S s).IsHermitian ∧
    (∀ x, shiftInvert H S s *ᵥ x = 0 ↔ S *ᵥ x = 0) ∧
    (∀ v : ℂ, v ≠ 0 → ∀ x, shiftInvert H S s *ᵥ x = v • x ↔
      H *ᵥ x = ((s : ℂ) + v⁻¹) • (S *ᵥ x)) ∧
    (∀ (v : ℂ) (x : n → ℂ), x ≠ 0 → shiftInvert H S s *ᵥ x = v • x → star v = v) ∧
    (∀ v : ℂ, v ≠ 0 → ∀ x z, H *ᵥ x = ((s : ℂ) + v⁻¹) • (S *ᵥ x) → S *ᵥ z = 0 →
      shiftInvert H S s *ᵥ (x + z) = v • x) := by
  have hker : ∀ x, shiftInvert H S s *ᵥ x = 0 ↔ S *ᵥ x = 0 := fun x => by
    rw [shiftInvert_mulVec_eq_iff hA, Matrix.mulVec_zero]
  refine ⟨isHermitian_overlap_mul (s := s) hH hS.isHermitian ?_, hker,
    fun v hv x => eigen_iff hA hv x,
    fun v x hx0 hx => eigenvalue_real hH hS hA hx0 hx, ?_⟩
  · rw [shiftInvert, ← Matrix.mul_assoc, Matrix.mul_nonsing_inv _ hA, Matrix.one_mul]
  · intro v hv x z hx hz
    rw [Matrix.mulVec_add, (eigen_iff hA hv x).mpr hx, (hker z).mpr hz, add_zero]
```

The statement concerns exact arithmetic; it says nothing about rounding, approximate linear solves or convergence.

**Q:** What does it say in one dimension?

**A:** Let $H = h$ and $S = \sigma \geq 0$. Then $T = \sigma/(h - s\sigma)$. If $\sigma > 0$, the pencil has $E = h/\sigma$ and $T = 1/(E - s)$. If $\sigma = 0$, invertibility requires $h \neq 0$, and $T = 0$.

**Q:** Then can I apply $T$ to any vector and trust that the result has no null component?

**A:** No. The purification is for an eigenvector plus a null vector. Two dimensions suffice for a counterexample. It is not an example from electronic structure: $S_2$ cannot be the overlap matrix of a basis in which $H_2$ is the Hamiltonian, because $H_2$ does not annihilate the null vector of $S_2$.

```lean
/-- The Hermitian 2 × 2 matrix with zero diagonal and off-diagonal entries 1. -/
def H₂ : Matrix (Fin 2) (Fin 2) ℂ := !![0, 1; 1, 0]

/-- The singular diagonal matrix with diagonal entries 1 and 0. -/
def S₂ : Matrix (Fin 2) (Fin 2) ℂ := !![1, 0; 0, 0]
```

With $s = 0$ we have $A = H_2$, which is its own inverse, so
$$T = \begin{pmatrix}0&1\\1&0\end{pmatrix}\begin{pmatrix}1&0\\0&0\end{pmatrix} = \begin{pmatrix}0&0\\1&0\end{pmatrix}.$$
Numbering the basis vectors from zero as Lean does, $Te_0 = e_1$, while $S_2e_1 = 0$: $T$ has produced a pure null vector. Here $\det(H_2 - E S_2) = -1$ for every $E$, so the pencil has no finite eigenvalue and there is no eigenvector to purify.

```lean
/-- For the pencil `H₂, S₂` with zero shift all hypotheses hold, yet `T` maps the first basis
vector to the second, which is a null vector of `S₂`. -/
theorem purification_fails_for_general_vector :
    H₂.IsHermitian ∧ S₂.PosSemidef ∧ IsUnit (shifted H₂ S₂ 0).det ∧
    shiftInvert H₂ S₂ 0 *ᵥ ![1, 0] = ![0, 1] ∧ S₂ *ᵥ ![0, 1] = 0 := by
  have hdet : IsUnit (shifted H₂ S₂ 0).det := by
    simp [shifted, H₂, S₂, Matrix.det_fin_two]
  refine ⟨?_, ?_, hdet, ?_, ?_⟩
  · ext i j
    fin_cases i <;> fin_cases j <;> simp [H₂, Matrix.conjTranspose_apply]
  · -- S₂ is a projector, hence of the form Bᴴ B
    have e : S₂ᴴ * S₂ = S₂ := by
      ext i j
      fin_cases i <;> fin_cases j <;>
        simp [S₂, Matrix.mul_apply, Fin.sum_univ_succ, Matrix.conjTranspose_apply]
    have h := Matrix.posSemidef_conjTranspose_mul_self S₂
    rwa [e] at h
  · rw [shiftInvert_mulVec_eq_iff hdet]
    ext i
    fin_cases i <;> simp [shifted, H₂, S₂, Matrix.mulVec, dotProduct, Fin.sum_univ_succ]
  · ext i
    fin_cases i <;> simp [S₂, Matrix.mulVec, dotProduct, Fin.sum_univ_succ]

end

end ShiftInvertPencil
```

Lean gets positivity from $S_2 = S_2^\dagger S_2$, and checks the action of $T$ through the linear system $S_2e_0 = H_2e_1$, without computing the inverse.

```lean
#print axioms ShiftInvertPencil.eigenvectors_orthogonal
#print axioms ShiftInvertPencil.shift_invert_transformation
#print axioms ShiftInvertPencil.purification_fails_for_general_vector
```

```
'ShiftInvertPencil.eigenvectors_orthogonal' depends on axioms: [propext, Classical.choice, Quot.sound]
'ShiftInvertPencil.shift_invert_transformation' depends on axioms: [propext, Classical.choice, Quot.sound]
'ShiftInvertPencil.purification_fails_for_general_vector' depends on axioms: [propext, Classical.choice, Quot.sound]
```
